# Mixed-unitary qubit noise with no completely positive step from one positive time to a later one

Whether the noise on a qubit up to time \(t\) can be split at an earlier time \(s\) into two physical steps is decided here by the Choi matrix of the map that carries the state from \(s\) to \(t\). For one explicit family of noise maps \(\Phi_t\), each a random mixture of unitaries when \(t\ge 0\), that matrix fails to be positive semidefinite whenever \(0<s<t\).

```lean
import Mathlib

open Matrix
open scoped ComplexOrder

namespace EternalNonMarkovianity

noncomputable section

/-- Operators on a qubit, as complex two-by-two matrices. -/
abbrev Op := Matrix (Fin 2) (Fin 2) ℂ

/-- The Pauli matrix X. -/
def pauliX : Op := !![0, 1; 1, 0]

/-- The Pauli matrix Y. -/
def pauliY : Op := !![0, -Complex.I; Complex.I, 0]

/-- The Pauli matrix Z. -/
def pauliZ : Op := !![1, 0; 0, -1]

/-- The linear map that expands an operator in the Pauli basis, keeps the identity part,
multiplies the X and Y parts by `u` and the Z part by `w`. -/
def pauliMap (u w : ℝ) : Op →ₗ[ℂ] Op where
  toFun ρ := (1 / 2 : ℂ) • (trace ρ • (1 : Op)
    + (u : ℂ) • (trace (pauliX * ρ) • pauliX + trace (pauliY * ρ) • pauliY)
    + (w : ℂ) • (trace (pauliZ * ρ) • pauliZ))
  map_add' ρ σ := by
    simp only [Matrix.mul_add, trace_add]
    module
  map_smul' c ρ := by
    simp only [Matrix.mul_smul, trace_smul, smul_eq_mul, RingHom.id_apply]
    module

/-- The qubit map at time `t`. -/
def Phi (t : ℝ) : Op →ₗ[ℂ] Op :=
  pauliMap ((1 + Real.exp (-2 * t)) / 2) (Real.exp (-2 * t))

/-- The Pauli-diagonal map with the reciprocal factors of `Phi s`. -/
def PhiInv (s : ℝ) : Op →ₗ[ℂ] Op :=
  pauliMap (2 / (1 + Real.exp (-2 * s))) (Real.exp (2 * s))

/-- The Choi matrix, the sum over `i, j` of `|i⟩⟨j| ⊗ Φ(|i⟩⟨j|)`. -/
def choi (Φ : Op →ₗ[ℂ] Op) : Matrix (Fin 2 × Fin 2) (Fin 2 × Fin 2) ℂ :=
  Matrix.of fun p q => Φ (Matrix.single p.1 q.1 1) p.2 q.2

/-- A map is mixed-unitary if it applies unitaries drawn from a finite probability
distribution. -/
def IsMixedUnitary (Φ : Op →ₗ[ℂ] Op) : Prop :=
  ∃ (n : ℕ) (p : Fin n → ℝ) (U : Fin n → Op),
    (∀ k, 0 ≤ p k) ∧ ∑ k, p k = 1 ∧ (∀ k, U k ∈ Matrix.unitaryGroup (Fin 2) ℂ) ∧
    ∀ ρ, Φ ρ = ∑ k, (p k : ℂ) • (U k * ρ * (U k)ᴴ)

/-- The right-hand side of the master equation, with rates 1 and 1 for X and Y noise and
rate `-tanh t` for Z noise. -/
def generator (t : ℝ) (σ : Op) : Op :=
  (1 / 2 : ℂ) • ((pauliX * σ * pauliX - σ) + (pauliY * σ * pauliY - σ)
    - (Real.tanh t : ℂ) • (pauliZ * σ * pauliZ - σ))

/-- A Pauli-diagonal map in matrix entries: coherences are multiplied by `u`, and the
population difference by `w`. -/
theorem pauliMap_apply (u w : ℝ) (ρ : Op) : pauliMap u w ρ =
    !![((1 + w) * ρ 0 0 + (1 - w) * ρ 1 1) / 2, u * ρ 0 1;
       u * ρ 1 0, ((1 - w) * ρ 0 0 + (1 + w) * ρ 1 1) / 2] := by
  ext i j
  fin_cases i <;> fin_cases j <;>
    simp [pauliMap, pauliX, pauliY, pauliZ, trace_fin_two, Matrix.vecMul, dotProduct,
      Fin.sum_univ_two]
  · ring
  · linear_combination (u / 2 * (ρ 1 0 - ρ 0 1) : ℂ) * Complex.I_sq
  · linear_combination (u / 2 * (ρ 0 1 - ρ 1 0) : ℂ) * Complex.I_sq
  · ring

/-- Conjugation by each Pauli matrix, in matrix entries. -/
theorem pauli_conj (σ : Op) :
    pauliX * σ * pauliX = !![σ 1 1, σ 1 0; σ 0 1, σ 0 0] ∧
    pauliY * σ * pauliY = !![σ 1 1, -σ 1 0; -σ 0 1, σ 0 0] ∧
    pauliZ * σ * pauliZ = !![σ 0 0, -σ 0 1; -σ 1 0, σ 1 1] := by
  have hY : pauliY = Complex.I • (!![0, -1; 1, 0] : Op) := by
    ext i j
    fin_cases i <;> fin_cases j <;> simp [pauliY]
  rw [hY]
  simp only [Matrix.smul_mul, Matrix.mul_smul, smul_smul, Complex.I_mul_I]
  refine ⟨?_, ?_, ?_⟩ <;> ext i j <;> fin_cases i <;> fin_cases j <;>
    simp [pauliX, pauliZ, Matrix.mul_apply, Matrix.vecMul, dotProduct, Fin.sum_univ_two]

/-- `Phi t` fixes the identity, scales X and Y by `(1 + exp (-2t))/2`, and scales Z by
`exp (-2t)`. -/
theorem Phi_pauli (t : ℝ) :
    Phi t 1 = 1 ∧
    Phi t pauliX = (((1 + Real.exp (-2 * t)) / 2 : ℝ) : ℂ) • pauliX ∧
    Phi t pauliY = (((1 + Real.exp (-2 * t)) / 2 : ℝ) : ℂ) • pauliY ∧
    Phi t pauliZ = ((Real.exp (-2 * t) : ℝ) : ℂ) • pauliZ := by
  simp only [Phi, pauliMap_apply]
  generalize Real.exp (-2 * t) = e
  refine ⟨?_, ?_, ?_, ?_⟩ <;> ext i j <;> fin_cases i <;> fin_cases j <;>
    simp [pauliX, pauliY, pauliZ] <;> ring

/-- Composing two Pauli-diagonal maps multiplies their factors. -/
theorem pauliMap_comp (u w u' w' : ℝ) :
    pauliMap u w ∘ₗ pauliMap u' w' = pauliMap (u * u') (w * w') := by
  refine LinearMap.ext fun ρ => ?_
  rw [LinearMap.comp_apply]
  simp only [pauliMap_apply]
  ext i j
  fin_cases i <;> fin_cases j <;> simp <;> ring

/-- `PhiInv s` is the two-sided inverse of `Phi s`. -/
theorem PhiInv_inverse (s : ℝ) :
    PhiInv s ∘ₗ Phi s = LinearMap.id ∧ Phi s ∘ₗ PhiInv s = LinearMap.id := by
  have hone : pauliMap 1 1 = LinearMap.id := by
    refine LinearMap.ext fun ρ => ?_
    rw [pauliMap_apply]
    ext i j
    fin_cases i <;> fin_cases j <;> simp <;> ring
  have h1 : 2 / (1 + Real.exp (-2 * s)) * ((1 + Real.exp (-2 * s)) / 2) = 1 := by
    have h : 1 + Real.exp (-2 * s) ≠ 0 := by positivity
    field_simp
  have h2 : Real.exp (2 * s) * Real.exp (-2 * s) = 1 := by
    rw [← Real.exp_add]
    simp
  rw [PhiInv, Phi]
  constructor
  · rw [pauliMap_comp, h1, h2, hone]
  · rw [pauliMap_comp, mul_comm ((1 + Real.exp (-2 * s)) / 2),
      mul_comm (Real.exp (-2 * s)), h1, h2, hone]

/-- The expectation value of the Choi matrix in the unnormalised vector `|00⟩ - |11⟩`
is `1 + w - 2u`. -/
theorem choi_expectation (u w : ℝ) :
    star (fun p : Fin 2 × Fin 2 => pauliZ p.1 p.2) ⬝ᵥ
      (choi (pauliMap u w) *ᵥ fun p => pauliZ p.1 p.2) = ((1 + w - 2 * u : ℝ) : ℂ) := by
  simp [dotProduct, Matrix.mulVec, Fintype.sum_prod_type, Fin.sum_univ_two, choi,
    pauliMap_apply, Matrix.single_apply, pauliZ]
  ring

/-- For `t ≥ 0` the map `Phi t` is mixed-unitary, yet for `0 < s < t` the Choi matrix of
`Phi t` composed with the inverse of `Phi s` is not positive semidefinite. -/
theorem eternal_nonMarkovianity :
    (∀ t : ℝ, 0 ≤ t → IsMixedUnitary (Phi t)) ∧
    ∀ s t : ℝ, 0 < s → s < t → ¬ (choi (Phi t ∘ₗ PhiInv s)).PosSemidef := by
  constructor
  · intro t ht
    have h0 : 0 < Real.exp (-2 * t) := Real.exp_pos _
    have h1 : Real.exp (-2 * t) ≤ 1 := Real.exp_le_one_iff.mpr (by linarith)
    have hX : pauliXᴴ = pauliX := by
      ext i j
      fin_cases i <;> fin_cases j <;> simp [pauliX]
    have hY : pauliYᴴ = pauliY := by
      ext i j
      fin_cases i <;> fin_cases j <;> simp [pauliY]
    unfold Phi
    generalize Real.exp (-2 * t) = e at h0 h1 ⊢
    -- the unitaries are 1, X and Y; Z does not occur
    refine ⟨3, ![(1 + e) / 2, (1 - e) / 4, (1 - e) / 4], ![1, pauliX, pauliY],
      ?_, ?_, ?_, ?_⟩
    · intro k
      fin_cases k
      · show 0 ≤ (1 + e) / 2
        linarith
      · show 0 ≤ (1 - e) / 4
        linarith
      · show 0 ≤ (1 - e) / 4
        linarith
    · rw [Fin.sum_univ_three]
      show (1 + e) / 2 + (1 - e) / 4 + (1 - e) / 4 = 1
      ring
    · intro k
      fin_cases k
      · exact one_mem _
      · show pauliX ∈ Matrix.unitaryGroup (Fin 2) ℂ
        rw [Matrix.mem_unitaryGroup_iff, Matrix.star_eq_conjTranspose, hX]
        ext i j
        fin_cases i <;> fin_cases j <;> simp [pauliX, Matrix.mul_apply, Fin.sum_univ_two]
      · show pauliY ∈ Matrix.unitaryGroup (Fin 2) ℂ
        rw [Matrix.mem_unitaryGroup_iff, Matrix.star_eq_conjTranspose, hY]
        ext i j
        fin_cases i <;> fin_cases j <;> simp [pauliY, Matrix.mul_apply, Fin.sum_univ_two]
    · intro ρ
      rw [Fin.sum_univ_three]
      show pauliMap ((1 + e) / 2) e ρ = (((1 + e) / 2 : ℝ) : ℂ) • (1 * ρ * (1 : Op)ᴴ)
        + (((1 - e) / 4 : ℝ) : ℂ) • (pauliX * ρ * pauliXᴴ)
        + (((1 - e) / 4 : ℝ) : ℂ) • (pauliY * ρ * pauliYᴴ)
      rw [hX, hY, (pauli_conj ρ).1, (pauli_conj ρ).2.1, pauliMap_apply,
        Matrix.conjTranspose_one, Matrix.one_mul, Matrix.mul_one]
      ext i j
      fin_cases i <;> fin_cases j <;> simp <;> ring
  · intro s t hs hst hpos
    rw [Phi, PhiInv, pauliMap_comp] at hpos
    have h := hpos.dotProduct_mulVec_nonneg (fun p => pauliZ p.1 p.2)
    rw [choi_expectation, Complex.zero_le_real] at h
    have hinv : Real.exp (2 * s) = (Real.exp (-2 * s))⁻¹ := by
      rw [← Real.exp_neg]
      congr 1
      ring
    have ha : 0 < Real.exp (-2 * s) := Real.exp_pos _
    have ha1 : Real.exp (-2 * s) < 1 := Real.exp_lt_one_iff.mpr (by linarith)
    have hba : Real.exp (-2 * t) < Real.exp (-2 * s) := Real.exp_lt_exp.mpr (by linarith)
    rw [hinv] at h
    generalize Real.exp (-2 * s) = a at h ha ha1 hba
    generalize Real.exp (-2 * t) = b at h hba
    -- the expectation value factorises and is negative
    have key : 1 + b * a⁻¹ - 2 * ((1 + b) / 2 * (2 / (1 + a)))
        = -((a - b) * (1 - a) / (a * (1 + a))) := by
      have h1 : 1 + a ≠ 0 := by positivity
      field_simp
      ring
    have hneg : 0 < (a - b) * (1 - a) / (a * (1 + a)) :=
      div_pos (mul_pos (by linarith) (by linarith)) (by positivity)
    linarith

/-- For `0 < s < t`, no linear map with positive semidefinite Choi matrix carries the
evolution from time `s` to time `t`. -/
theorem not_cp_divisible (s t : ℝ) (hs : 0 < s) (hst : s < t) (L : Op →ₗ[ℂ] Op)
    (hL : L ∘ₗ Phi s = Phi t) : ¬ (choi L).PosSemidef := by
  have h := eternal_nonMarkovianity.2 s t hs hst
  rwa [← hL, LinearMap.comp_assoc, (PhiInv_inverse s).2, LinearMap.comp_id] at h

/-- Every matrix entry of the evolved operator obeys the time-local master equation whose
Z-noise rate is `-tanh t`. -/
theorem master_equation (t : ℝ) (ρ : Op) (i j : Fin 2) :
    HasDerivAt (fun τ : ℝ => Phi τ ρ i j) (generator t (Phi t ρ) i j) t := by
  have h0 : HasDerivAt (fun τ : ℝ => -2 * τ) (-2) t :=
    ((hasDerivAt_id' t).const_mul (-2 : ℝ)).congr_deriv (mul_one _)
  have hE := h0.exp.ofReal_comp
  -- the evolution is affine in exp (-2t)
  have hP : (fun τ : ℝ => Phi τ ρ i j) = fun τ : ℝ => pauliMap (1 / 2) 0 ρ i j
      + ((Real.exp (-2 * τ) : ℝ) : ℂ) * (ρ i j - pauliMap (1 / 2) 0 ρ i j) := by
    funext τ
    simp only [Phi, pauliMap_apply]
    generalize Real.exp (-2 * τ) = e
    fin_cases i <;> fin_cases j <;> simp <;> ring
  have hT : Real.tanh t * (1 + Real.exp (-2 * t)) = 1 - Real.exp (-2 * t) := by
    have h1 : Real.tanh t * Real.cosh t = Real.sinh t := by
      rw [Real.tanh_eq_sinh_div_cosh, div_mul_cancel₀ _ (Real.cosh_pos t).ne']
    rw [Real.cosh_eq, Real.sinh_eq] at h1
    have h2 : Real.exp t * Real.exp (-t) = 1 := by
      rw [← Real.exp_add, add_neg_cancel, Real.exp_zero]
    have h3 : Real.exp (-2 * t) = Real.exp (-t) * Real.exp (-t) := by
      rw [← Real.exp_add]
      congr 1
      ring
    rw [h3]
    linear_combination (2 * Real.exp (-t)) * h1 + (1 - Real.tanh t) * h2
  rw [hP]
  refine ((hE.mul_const _).const_add _).congr_deriv ?_
  clear hP hE h0
  simp only [generator, (pauli_conj _).1, (pauli_conj _).2.1, (pauli_conj _).2.2, Phi,
    pauliMap_apply]
  generalize Real.exp (-2 * t) = e at hT ⊢
  generalize Real.tanh t = T at hT ⊢
  have hC : (T : ℂ) * (1 + (e : ℂ)) = 1 - (e : ℂ) := by exact_mod_cast hT
  fin_cases i <;> fin_cases j <;> simp
  · ring
  · linear_combination (-(ρ 0 1) / 2) * hC
  · linear_combination (-(ρ 1 0) / 2) * hC
  · ring

end

end EternalNonMarkovianity
```

```lean
#print axioms EternalNonMarkovianity.Phi_pauli
-- 'EternalNonMarkovianity.Phi_pauli' depends on axioms: [propext, Classical.choice, Quot.sound]
#print axioms EternalNonMarkovianity.eternal_nonMarkovianity
-- 'EternalNonMarkovianity.eternal_nonMarkovianity' depends on axioms: [propext, Classical.choice, Quot.sound]
#print axioms EternalNonMarkovianity.not_cp_divisible
-- 'EternalNonMarkovianity.not_cp_divisible' depends on axioms: [propext, Classical.choice, Quot.sound]
#print axioms EternalNonMarkovianity.master_equation
-- 'EternalNonMarkovianity.master_equation' depends on axioms: [propext, Classical.choice, Quot.sound]
```

## The maps and the claims about them

Write \(X,Y,Z\) for the Pauli matrices. `Phi t` is the linear map \(\Phi_t\) on complex \(2\times2\) matrices that fixes the identity, multiplies \(X\) and \(Y\) by \(u=(1+e^{-2t})/2\), and multiplies \(Z\) by \(w=e^{-2t}\). It is a special case of `pauliMap u w`, which takes any real factors.

The theorem `eternal_nonMarkovianity` has two parts:

- For \(t\ge0\), `IsMixedUnitary (Phi t)` holds: there are finitely many unitaries \(U_k\) and probabilities \(p_k\) with \(\Phi_t(\rho)=\sum_k p_k U_k\rho U_k^\dagger\) for every matrix \(\rho\).
- For \(0<s<t\), the Choi matrix of \(\Phi_t\circ\Phi_s^{-1}\) is not positive semidefinite.

The inverse is written explicitly as `PhiInv s`, and `PhiInv_inverse` checks it on both sides. `not_cp_divisible` then excludes every linear map \(L\) with \(L\circ\Phi_s=\Phi_t\) and a positive semidefinite Choi matrix; that \(L\) preserves the trace need not be assumed, because \(L\circ\Phi_s=\Phi_t\) already implies it. Finally, `master_equation` states, entry by entry and for every real \(t\), that \(\rho_t=\Phi_t(\rho)\) obeys

\[
\dot\rho_t=\tfrac12\big[(X\rho_t X-\rho_t)+(Y\rho_t Y-\rho_t)-\tanh t\,(Z\rho_t Z-\rho_t)\big].
\]

## Negative rates and the meaning of "non-Markovian"

The factors of \(\Phi_t\) are postulated, not derived from a model of an environment. For \(t>0\) they describe \(X\) and \(Y\) noise at constant rate, which sets the unit of time, together with a dephasing term of negative rate that offsets part of the loss of coherence. With the prefactor \(\tfrac12\) kept outside, the rates are \(1\), \(1\) and \(-\tanh t\); the last is negative at every \(t>0\), hence "eternal".

"Non-Markovian" here means that the evolution cannot be divided into completely positive steps. It does not mean that states of the qubit alone, without an entangled partner, become easier to distinguish again: \(u\) and \(w\) both decrease with time, so the Bloch vector only shrinks.

`choi` is the unnormalised matrix \(C=\sum_{i,j}|i\rangle\langle j|\otimes\Phi(|i\rangle\langle j|)\), of trace 2 for a trace-preserving map. The step from this matrix to physics is Choi's theorem, which identifies \(C\ge0\) with complete positivity, that is, with a map that stays physical when the qubit is entangled with something else. The code works with the matrix condition alone.

For simulations of open systems the example shows, within this single-qubit Pauli-diagonal model, that a negative rate in a time-local master equation does not by itself make the evolution from time zero unphysical.

## Three unitaries are enough

Put \(q=e^{-2t}\), which the code calls `e`, and apply \(1,X,Y\) with probabilities

\[
p_0=\frac{1+q}{2},\qquad p_X=p_Y=\frac{1-q}{4}.
\]

They sum to 1 and are non-negative because \(0<q\le1\) for \(t\ge0\). Conjugation by a Pauli matrix keeps that matrix and flips the sign of the other two. The mixture therefore multiplies \(X\) by \(p_0+p_X-p_Y=(1+q)/2\), \(Y\) by the same number, and \(Z\) by \(p_0-p_X-p_Y=q\), as required.

Lean compares matrix entries instead. `pauliMap_apply` and `pauli_conj` supply them, `fin_cases` splits the equation into its four entries, and `ring` closes them.

## A negative expectation value for the intermediate map

Composing Pauli-diagonal maps multiplies their factors (`pauliMap_comp`). With \(a=e^{-2s}\) and \(b=e^{-2t}\), so that \(0<b<a<1\), the intermediate map has

\[
u=\frac{1+b}{1+a},\qquad w=\frac ba .
\]

Take the vector \(v=|00\rangle-|11\rangle\), whose components the code writes as `pauliZ p.1 p.2`. The two diagonal entries of \(C\) that contribute are \((1+w)/2\) each, and the two off-diagonal ones are \(u\) each, entering with a minus sign. Hence, as `choi_expectation` states,

\[
\langle v|C|v\rangle=1+w-2u .
\]

Inserting the factors gives

\[
1+\frac ba-\frac{2(1+b)}{1+a}
=\frac{(a+b)(1+a)-2a(1+b)}{a(1+a)}
=-\frac{(a-b)(1-a)}{a(1+a)}<0 .
\]

For the normalised vector \(v/\sqrt2\) the value is half of this. In the proof, `key` is the factorisation and `hneg` the sign; together they contradict the non-negative expectation value that `PosSemidef` would give.

For `not_cp_divisible`, composing \(L\circ\Phi_s=\Phi_t\) with \(\Phi_s^{-1}\) on the right forces \(L=\Phi_t\circ\Phi_s^{-1}\), which has just been excluded.

**A numerical case.** Let \(s=\tfrac12\ln2\) and \(t=\ln2\), so \(a=\tfrac12\) and \(b=\tfrac14\). Then \(\Phi_t\) mixes \(1,X,Y\) with probabilities \(\tfrac58,\tfrac3{16},\tfrac3{16}\). The intermediate map has \(u=\tfrac56\) and \(w=\tfrac12\), so the expectation value is \(1+\tfrac12-\tfrac53=-\tfrac16\), or \(-\tfrac1{12}\) after normalising the vector.

**Starting at time zero.** The condition \(0<s\) cannot be relaxed to \(0\le s\). At \(s=0\) the map \(\Phi_0\) is the identity, so the intermediate map is \(\Phi_t\) itself, which is mixed-unitary and has a positive semidefinite Choi matrix.

## Where \(-\tanh t\) comes from

In the master equation the \(X\) and \(Y\) terms together damp the \(Z\) component at rate 2, which matches \(w=e^{-2t}\). The \(X\) component is damped at rate 1 by the \(Y\) term and amplified at rate \(\tanh t\) by the \(Z\) term; the \(Y\) component behaves likewise. This agrees with \(u=(1+q)/2\), where again \(q=e^{-2t}\), since

\[
-\frac{\dot u}{u}=\frac{2q}{1+q}=1-\frac{1-q}{1+q}=1-\tanh t .
\]

The Lean proof first writes \(\Phi_\tau(\rho)\) as a constant plus \(e^{-2\tau}\) times a constant (`hP`) and differentiates that. The identity \(\tanh t\,(1+q)=1-q\), proved as `hT`, then matches the off-diagonal entries; the diagonal ones need only `ring`.
